# In the simple cubic Brillouin zone at unit lattice spacing, the Gygi–Baldereschi function exceeds $1/|q|^2$ by at most $\pi^2/48$ at every $q\neq0$

For a dimensionless wave vector $q\in\mathbb R^d$ (unit lattice spacing, reciprocal lattice $2\pi\mathbb Z^d$), write $|q|^2=\sum_i q_i^2$, $S(q)=\sum_i 2(1-\cos q_i)$ and $F=1/S$; in the code these are `waveSq`, `latticeSq` and `auxF`. Where $S=0$ the function $F$ has no value; Lean's convention $1/0=0$ assigns it zero there, which none of the bounds below uses. The set `puncturedZone d` is the closed cube $[-\pi,\pi]^d$ without its centre.

```lean
import Mathlib

open Real

namespace GygiBaldereschi

noncomputable section

/-- The squared length of the wave vector `q`. -/
def waveSq {d : ℕ} (q : Fin d → ℝ) : ℝ := ∑ i, q i ^ 2

/-- The periodic counterpart of the squared wave vector on a cubic lattice of unit spacing. -/
def latticeSq {d : ℕ} (q : Fin d → ℝ) : ℝ := ∑ i, 2 * (1 - cos (q i))

/-- The Gygi-Baldereschi auxiliary function of the simple cubic lattice of unit spacing, written for
any dimension `d`. -/
def auxF {d : ℕ} (q : Fin d → ℝ) : ℝ := 1 / latticeSq q

/-- The closed cubic Brillouin zone with the zone centre removed. -/
def puncturedZone (d : ℕ) : Set (Fin d → ℝ) := {q | q ≠ 0 ∧ ∀ i, |q i| ≤ π}

/-- The auxiliary function is unchanged by any reciprocal lattice translation. -/
theorem auxF_periodic {d : ℕ} (q : Fin d → ℝ) (n : Fin d → ℤ) :
    auxF (fun i => q i + n i * (2 * π)) = auxF q := by
  simp only [auxF, latticeSq, Real.cos_add_int_mul_two_pi]

/-- The denominator of the auxiliary function vanishes exactly at the reciprocal lattice
vectors. -/
theorem latticeSq_eq_zero_iff {d : ℕ} (q : Fin d → ℝ) :
    latticeSq q = 0 ↔ ∃ n : Fin d → ℤ, ∀ i, q i = n i * (2 * π) := by
  unfold latticeSq
  constructor
  · intro h
    have hnn : ∀ i ∈ Finset.univ, 0 ≤ 2 * (1 - cos (q i)) := fun i _ => by
      linarith [Real.cos_le_one (q i)]
    have h' := (Finset.sum_eq_zero_iff_of_nonneg hnn).mp h
    have hc : ∀ i, ∃ n : ℤ, (n : ℝ) * (2 * π) = q i := fun i => by
      have hi : 2 * (1 - cos (q i)) = 0 := h' i (Finset.mem_univ i)
      exact (Real.cos_eq_one_iff _).mp (by linarith)
    choose n hn using hc
    exact ⟨n, fun i => (hn i).symm⟩
  · rintro ⟨n, hn⟩
    refine Finset.sum_eq_zero fun i _ => ?_
    have hi : cos (q i) = 1 := (Real.cos_eq_one_iff _).mpr ⟨n i, (hn i).symm⟩
    rw [hi]
    norm_num

/-- The cosine is at most its fourth-order Taylor polynomial at zero. -/
theorem cos_le_quartic (x : ℝ) : cos x ≤ 1 - x ^ 2 / 2 + x ^ 4 / 24 := by
  -- first integration: the cubic lower bound for the sine
  have hd : ∀ y : ℝ, HasDerivAt (fun y : ℝ => sin y - y + y ^ 3 / 6)
      (cos y - 1 + y ^ 2 / 2) y := fun y =>
    (((Real.hasDerivAt_sin y).fun_sub (hasDerivAt_id' y)).fun_add
      ((hasDerivAt_pow 3 y).div_const 6)).congr_deriv (by norm_num; ring)
  have hm : Monotone (fun y : ℝ => sin y - y + y ^ 3 / 6) :=
    monotone_of_deriv_nonneg (fun y => (hd y).differentiableAt) fun y => by
      rw [(hd y).deriv]
      linarith [Real.one_sub_sq_div_two_le_cos (x := y)]
  have hs : ∀ y : ℝ, 0 ≤ y → 0 ≤ sin y - y + y ^ 3 / 6 := fun y hy => by
    have h := hm hy
    simpa using h
  -- second integration: the quartic upper bound for the cosine
  have he : ∀ y : ℝ, HasDerivAt (fun y : ℝ => y ^ 4 / 24 - y ^ 2 / 2 - cos y)
      (y ^ 3 / 6 - y + sin y) y := fun y =>
    ((((hasDerivAt_pow 4 y).div_const 24).fun_sub
      ((hasDerivAt_pow 2 y).div_const 2)).fun_sub
      (Real.hasDerivAt_cos y)).congr_deriv (by norm_num; ring)
  have hn : MonotoneOn (fun y : ℝ => y ^ 4 / 24 - y ^ 2 / 2 - cos y) (Set.Ici 0) :=
    monotoneOn_of_deriv_nonneg (convex_Ici 0)
      (fun y _ => (he y).continuousAt.continuousWithinAt)
      (fun y _ => (he y).differentiableAt.differentiableWithinAt) fun y hy => by
        have hy0 : 0 ≤ y := interior_subset hy
        rw [(he y).deriv]
        linarith [hs y hy0]
  have h := hn (Set.mem_Ici.mpr le_rfl) (Set.mem_Ici.mpr (abs_nonneg x)) (abs_nonneg x)
  have h4 : |x| ^ 4 = x ^ 4 := by
    rw [← abs_pow]
    exact abs_of_nonneg (by positivity)
  norm_num [h4, Real.cos_abs, sq_abs] at h
  linarith

/-- Inside the zone, one coordinate of the periodic squared wave vector is at least `4 / π ^ 2`
times the true square. -/
theorem coord_lower {x : ℝ} (hx : |x| ≤ π) : 4 * x ^ 2 ≤ π ^ 2 * (2 * (1 - cos x)) := by
  have hp := Real.pi_ne_zero
  -- Jordan's inequality for the sine of the half angle
  have hj : 2 / π * (|x| / 2) ≤ sin (|x| / 2) :=
    Real.mul_le_sin (by positivity) (by linarith)
  have e : π * (2 / π * (|x| / 2)) = |x| := by
    field_simp
  have h := mul_le_mul_of_nonneg_left hj Real.pi_pos.le
  rw [e] at h
  have hsq := pow_le_pow_left₀ (abs_nonneg x) h 2
  rw [sq_abs, mul_pow] at hsq
  have hc : cos x = 1 - 2 * sin (|x| / 2) ^ 2 := by
    have h2 := Real.cos_two_mul (|x| / 2)
    rw [show 2 * (|x| / 2) = |x| by ring, Real.cos_abs] at h2
    linarith [Real.sin_sq_add_cos_sq (|x| / 2)]
  rw [hc]
  linarith

/-- At every point of the closed Brillouin zone other than its centre, both the squared wave vector
and its periodic counterpart are positive. -/
theorem pos_of_mem {d : ℕ} {q : Fin d → ℝ} (hq : q ∈ puncturedZone d) :
    0 < waveSq q ∧ 0 < latticeSq q := by
  obtain ⟨i, hi⟩ := Function.ne_iff.mp hq.1
  have hi' : q i ≠ 0 := hi
  have hQ : 0 < waveSq q :=
    Finset.sum_pos' (fun j _ => sq_nonneg (q j)) ⟨i, Finset.mem_univ i, by positivity⟩
  have h : 4 * waveSq q ≤ π ^ 2 * latticeSq q := by
    unfold waveSq latticeSq
    rw [Finset.mul_sum, Finset.mul_sum]
    exact Finset.sum_le_sum fun j _ => coord_lower (hq.2 j)
  have hp : 0 < π ^ 2 := by positivity
  exact ⟨hQ, (mul_pos_iff_of_pos_left hp).mp (by linarith)⟩

/-- At every nonzero `q` of the Brillouin zone, in any dimension, the auxiliary function has a
positive denominator and exceeds `1 / |q| ^ 2` by at least zero and at most `π ^ 2 / 48`. -/
theorem auxF_sub_coulomb {d : ℕ} {q : Fin d → ℝ} (h0 : q ≠ 0) (hz : ∀ i, |q i| ≤ π) :
    0 < latticeSq q ∧ 0 ≤ auxF q - 1 / waveSq q ∧
      auxF q - 1 / waveSq q ≤ π ^ 2 / 48 := by
  obtain ⟨hQ, hS⟩ := pos_of_mem (show q ∈ puncturedZone d from ⟨h0, hz⟩)
  have hle : latticeSq q ≤ waveSq q := Finset.sum_le_sum fun i _ => by
    linarith [Real.one_sub_sq_div_two_le_cos (x := q i)]
  -- the error of each coordinate is controlled by the product of the two squares
  have hup : waveSq q - latticeSq q ≤ π ^ 2 / 48 * (latticeSq q * waveSq q) := by
    calc waveSq q - latticeSq q = ∑ i, (q i ^ 2 - 2 * (1 - cos (q i))) := by
          simp only [waveSq, latticeSq, Finset.sum_sub_distrib]
      _ ≤ ∑ i, π ^ 2 / 48 * (2 * (1 - cos (q i)) * waveSq q) := by
          refine Finset.sum_le_sum fun i _ => ?_
          have h1 := cos_le_quartic (q i)
          have h2 := mul_le_mul_of_nonneg_right (coord_lower (hz i)) (sq_nonneg (q i))
          have h3 : q i ^ 2 ≤ waveSq q :=
            Finset.single_le_sum (f := fun j => q j ^ 2) (fun j _ => sq_nonneg (q j))
              (Finset.mem_univ i)
          have hs : 0 ≤ π ^ 2 * (2 * (1 - cos (q i))) :=
            mul_nonneg (sq_nonneg π) (by linarith [Real.cos_le_one (q i)])
          have h4 := mul_le_mul_of_nonneg_left h3 hs
          linarith
      _ = π ^ 2 / 48 * (latticeSq q * waveSq q) := by
          rw [← Finset.mul_sum, ← Finset.sum_mul]
          rfl
  have e : auxF q - 1 / waveSq q = (waveSq q - latticeSq q) / (latticeSq q * waveSq q) := by
    rw [auxF, div_sub_div _ _ hS.ne' hQ.ne', one_mul, mul_one]
  have hSQ := mul_pos hS hQ
  rw [e]
  exact ⟨hS, div_nonneg (by linarith) hSQ.le, (div_le_iff₀ hSQ).mpr hup⟩

/-- If `A` differs from `A 0` by at most `K |q| ^ 2` on the zone without its centre, subtracting `A
0` times the auxiliary function from `A / |q| ^ 2` leaves a function whose absolute value there is
at most `K + |A 0| π ^ 2 / 48`. -/
theorem remainder_bound {d : ℕ} {A : (Fin d → ℝ) → ℝ} {K : ℝ}
    (hA : ∀ q ∈ puncturedZone d, |A q - A 0| ≤ K * waveSq q)
    {q : Fin d → ℝ} (hq : q ∈ puncturedZone d) :
    |A q / waveSq q - A 0 * auxF q| ≤ K + |A 0| * (π ^ 2 / 48) := by
  have hQ := (pos_of_mem hq).1
  obtain ⟨-, hl, hu⟩ := auxF_sub_coulomb hq.1 hq.2
  have e : A q / waveSq q - A 0 * auxF q
      = (A q - A 0) / waveSq q - A 0 * (auxF q - 1 / waveSq q) := by ring
  have h1 : |(A q - A 0) / waveSq q| ≤ K := by
    rw [abs_div, abs_of_pos hQ, div_le_iff₀ hQ]
    exact hA q hq
  have h2 : |A 0 * (auxF q - 1 / waveSq q)| ≤ |A 0| * (π ^ 2 / 48) := by
    rw [abs_mul, abs_of_nonneg hl]
    exact mul_le_mul_of_nonneg_left hu (abs_nonneg _)
  have t := norm_sub_le ((A q - A 0) / waveSq q) (A 0 * (auxF q - 1 / waveSq q))
  simp only [Real.norm_eq_abs] at t
  rw [e]
  linarith

/-- In positive dimension, if `A` differs from `A 0` by at most `K |q| ^ 2` on the zone without its
centre, subtracting `c` times the auxiliary function from `A / |q| ^ 2` leaves a function bounded
there exactly when `c = A 0`. -/
theorem bounded_iff {d : ℕ} (hd : 0 < d) {A : (Fin d → ℝ) → ℝ} {K : ℝ}
    (hA : ∀ q ∈ puncturedZone d, |A q - A 0| ≤ K * waveSq q) (c : ℝ) :
    (∃ M, ∀ q ∈ puncturedZone d, |A q / waveSq q - c * auxF q| ≤ M) ↔ c = A 0 := by
  constructor
  · rintro ⟨M, hM⟩
    by_contra hne
    have hδ : 0 < |A 0 - c| := abs_pos.mpr (sub_ne_zero.mpr (Ne.symm hne))
    set δ := |A 0 - c| with hδdef
    set N := M + (K + |A 0| * (π ^ 2 / 48)) with hN
    -- two bounded remainders differ by a multiple of the divergent function
    have key : ∀ q ∈ puncturedZone d, δ ≤ N * waveSq q := by
      intro q hq
      have hQ := (pos_of_mem hq).1
      have hF := (auxF_sub_coulomb hq.1 hq.2).2.1
      have hF0 : 0 < 1 / waveSq q := by positivity
      have t := norm_sub_le (A q / waveSq q - c * auxF q) (A q / waveSq q - A 0 * auxF q)
      simp only [Real.norm_eq_abs] at t
      have e : A q / waveSq q - c * auxF q - (A q / waveSq q - A 0 * auxF q)
          = (A 0 - c) * auxF q := by ring
      rw [e, abs_mul, abs_of_pos (show 0 < auxF q by linarith)] at t
      have h1 : δ * (1 / waveSq q) ≤ δ * auxF q :=
        mul_le_mul_of_nonneg_left (by linarith) hδ.le
      have h2 : δ / waveSq q ≤ N := by
        rw [div_eq_mul_one_div]
        linarith [hM q hq, remainder_bound hA hq]
      exact (div_le_iff₀ hQ).mp h2
    -- approach the zone centre along the diagonal
    have diag : ∀ t : ℝ, 0 < t → t ≤ 1 → δ ≤ N * d * t ^ 2 := by
      intro t ht ht1
      have hmem : (fun _ : Fin d => t) ∈ puncturedZone d :=
        ⟨fun h => ht.ne' (congrFun h ⟨0, hd⟩), fun _ => by
          rw [abs_of_pos ht]
          linarith [Real.pi_gt_three]⟩
      have h := key _ hmem
      have hw : waveSq (fun _ : Fin d => t) = d * t ^ 2 := by simp [waveSq]
      rw [hw] at h
      linarith
    have hP : δ ≤ N * d := by
      have h := diag 1 one_pos le_rfl
      linarith
    have hP0 : 0 < N * d := lt_of_lt_of_le hδ hP
    have ht0 : 0 < δ / (2 * (N * d)) := by positivity
    have ht1 : δ / (2 * (N * d)) ≤ 1 / 2 := by
      rw [div_le_iff₀ (by positivity)]
      linarith
    have hmul : δ / (2 * (N * d)) * (2 * (N * d)) = δ :=
      div_mul_cancel₀ _ (by positivity)
    have h := diag _ ht0 (by linarith)
    generalize δ / (2 * (N * d)) = t at ht0 ht1 hmul h
    have h5 : N * d * t ^ 2 = δ * t / 2 := by
      linear_combination (t / 2) * hmul
    have h6 := mul_le_mul_of_nonneg_left ht1 hδ.le
    linarith
  · rintro rfl
    exact ⟨_, fun q hq => remainder_bound hA hq⟩

end

end GygiBaldereschi
```

```lean
#print axioms GygiBaldereschi.auxF_periodic
#print axioms GygiBaldereschi.latticeSq_eq_zero_iff
#print axioms GygiBaldereschi.auxF_sub_coulomb
#print axioms GygiBaldereschi.bounded_iff
```

```
'GygiBaldereschi.auxF_periodic' depends on axioms: [propext, Classical.choice, Quot.sound]
'GygiBaldereschi.latticeSq_eq_zero_iff' depends on axioms: [propext, Classical.choice, Quot.sound]
'GygiBaldereschi.auxF_sub_coulomb' depends on axioms: [propext, Classical.choice, Quot.sound]
'GygiBaldereschi.bounded_iff' depends on axioms: [propext, Classical.choice, Quot.sound]
```

## Periodicity, the constant, and the numerator

`auxF_periodic` says that $F$ is unchanged by every reciprocal lattice translation, and `latticeSq_eq_zero_iff` that $S$ vanishes exactly on the reciprocal lattice. For nonzero $q$ in the zone, `auxF_sub_coulomb` gives $S(q)>0$ and
$$0\le F(q)-\frac1{|q|^2}\le\frac{\pi^2}{48}.$$
The constant is not optimal: at the face centre $q=(\pi,0,0)$, for instance, the difference is $1/4-1/\pi^2\approx0.149$, while $\pi^2/48\approx0.206$. With lattice constant $a$ and physical wave vector $k=q/a$, the bound on $a^2F(ak)-1/|k|^2$ is $a^2\pi^2/48$.

The other two theorems concern an integrand $A(q)/|q|^2$ with a real numerator satisfying $|A(q)-A(0)|\le K|q|^2$ on the zone. This hypothesis is assumed. It implies that $A(q)$ tends to $A(0)$ from every direction, with no linear term, and it requires the deviation to be at most quadratic in $|q|$. Then `remainder_bound` gives
$$\left|\frac{A(q)}{|q|^2}-A(0)F(q)\right|\le K+|A(0)|\frac{\pi^2}{48}.$$
For $d>0$, `bounded_iff` adds that subtracting $cF$ leaves a bounded function only if $c=A(0)$. In dimension zero the punctured zone is empty, so any $c$ would do.

A weaker hypothesis, $|A(q)-A(0)|\le K|q|$, would admit linear terms. The remainder could then grow like $K/|q|$, which is unbounded but still integrable for $d\ge2$.

## The Coulomb singularity in a zone sum

In a periodic GW or exact-exchange calculation, the long-wavelength Coulomb term has this form in three dimensions, with $A$ collecting the matrix elements and any screening factor; the result covers a simple cubic cell and numerators obeying the quadratic condition. To approximate the zone average of $A(q)/|q|^2$, a code can average $A(q)/|q|^2-A(0)F(q)$ over the mesh and add back $A(0)$ times the zone average of $F$, computed separately. The remainder's formula has no value at $q=0$. On a uniform mesh of $m$ points that includes the centre, dropping the central term while still dividing by $m$ changes the average by at most the remainder's bound divided by $m$, compared with assigning the centre any value within that bound. The integral of $F$ is finite for $d\ge3$ but diverges for $d=1,2$, although the pointwise estimate holds there too.

## From one cosine to the whole zone

Put $s=2(1-\cos x)$ for one coordinate $x$ with $|x|\le\pi$.

**Quartic bound.** Since $\cos y\ge1-y^2/2$, the function $\sin y-y+y^3/6$ has nonnegative derivative; it vanishes at $y=0$, so it is nonnegative for $y\ge0$. It is also the derivative of $y^4/24-y^2/2-\cos y$, which therefore increases from $-1$ at $y=0$. By evenness, $\cos x\le1-x^2/2+x^4/24$ for all real $x$, hence
$$x^2-s\le\frac{x^4}{12}.$$
`cos_le_quartic` carries out these two monotonicity arguments.

**Quadratic bound.** Jordan's inequality gives $\pi\sin(|x|/2)\ge|x|$. Squaring and using $s=4\sin^2(|x|/2)$ yields $4x^2\le\pi^2s$, which is `coord_lower`. Summed over coordinates, it gives $4|q|^2\le\pi^2S$, so $S>0$ when $q\ne0$; this is `pos_of_mem`.

**Summation.** Together the two bounds give, for each coordinate,
$$q_i^2-s_i\le\frac{\pi^2}{48}s_iq_i^2\le\frac{\pi^2}{48}s_i|q|^2.$$
The `calc` block in `auxF_sub_coulomb` sums this to $|q|^2-S\le(\pi^2/48)S|q|^2$. Dividing by $S|q|^2>0$ gives the upper bound, because
$$F-\frac1{|q|^2}=\frac{|q|^2-S}{S|q|^2}.$$
The lower bound follows from $s_i\le q_i^2$.

**Remainder.** The identity
$$\frac{A(q)}{|q|^2}-A(0)F=\frac{A(q)-A(0)}{|q|^2}-A(0)\left(F-\frac1{|q|^2}\right)$$
and the triangle inequality prove `remainder_bound`.

**Uniqueness of the coefficient.** Suppose subtracting $cF$ leaves a remainder bounded by $M$, and let $\delta=|A(0)-c|>0$. Comparing the two remainders gives $\delta F\le N$ with $N=M+K+|A(0)|\pi^2/48$. Since $F\ge1/|q|^2$, we get $\delta\le N|q|^2$. On the diagonal $q=(t,\dots,t)$ with $0<t\le1$, this reads $\delta\le Nd\,t^2$. Taking $t=1$ shows $Nd\ge\delta>0$. Then $t=\delta/(2Nd)\le1/2$ gives $\delta\le\delta t/2\le\delta/4$, a contradiction. Hence $c=A(0)$; the converse is `remainder_bound`.
